# Lehmann sum rules for a many-body spectral function

After diagonalising a small interacting cluster, one builds its spectral function from a list of transition energies and weights. Before broadening the peaks, one can add up the weights and compare their mean energy with an expectation value built from the commutator of the electron operator with the Hamiltonian. The sum rules below give the values to expect, for any Hamiltonian on a finite-dimensional state space, with or without interactions, when the state is a mixture of energy eigenstates and the electron operator obeys the fermionic anticommutation relation on that space.

## Physical setting

Let $H$ have orthonormal eigenvectors $|m\rangle$ with real energies $E_m$, and let $\rho=\sum_m p_m|m\rangle\langle m|$ with real $p_m$. Let $c$ be an operator with adjoint $c^*$ and matrix elements $c_{mn}=\langle m|c|n\rangle$. If $c$ removes an electron, $c_{mn}$ is the amplitude for this removal to lead from $|n\rangle$ to $|m\rangle$, and the transition energy is $E_n-E_m$. The spectral function and its moments are

$$A(\omega)=\sum_{m,n}w_{mn}\,\delta(\omega-E_n+E_m),\qquad w_{mn}=(p_m+p_n)|c_{mn}|^2,$$

$$M_k=\sum_{m,n}w_{mn}(E_n-E_m)^k .$$

## Statement

Write $[A,B]=AB-BA$ and $\{A,B\}=AB+BA$, and set $X_0=c$, $X_{k+1}=[X_k,H]$. For every $k\ge 0$,

$$M_k=\operatorname{tr}(\rho\{X_k,c^*\}).$$

If the $p_m$ are probabilities and $cc^*+c^*c=1$, then $w_{mn}\ge 0$, $M_0=1$ and $M_1=\operatorname{tr}(\rho\{[c,H],c^*\})$.

For Gibbs probabilities $p_m=e^{-\beta E_m}/Z$, with $Z=\sum_k e^{-\beta E_k}$ and $\beta$ the inverse temperature,

$$\operatorname{tr}(\rho\,c^*c)=\sum_{m,n}\frac{w_{mn}}{e^{\beta(E_n-E_m)}+1}.$$

## Derivation

**Commutators.** In the eigenbasis $H$ is diagonal, so

$$(X_{k+1})_{mn}=(X_k)_{mn}E_n-E_m(X_k)_{mn}=(E_n-E_m)(X_k)_{mn}.$$

By induction, $(X_k)_{mn}=(E_n-E_m)^k c_{mn}$.

**Moments.** Inserting a complete set of states in both products gives

$$\{X_k,c^*\}_{mm}=\sum_n\left[(E_n-E_m)^k|c_{mn}|^2+(E_m-E_n)^k|c_{nm}|^2\right].$$

Since $\operatorname{tr}(\rho A)=\sum_m p_mA_{mm}$, we multiply by $p_m$ and sum over $m$. Exchanging the names $m$ and $n$ in the second half turns its factor $p_m$ into $p_n$, and the total is

$$\sum_{m,n}(p_m+p_n)|c_{mn}|^2(E_n-E_m)^k=M_k.$$

**Sum rules.** For $k=0$ the anticommutator is the identity, so $M_0=\operatorname{tr}\rho=\sum_m p_m=1$. The case $k=1$ is the first-moment rule. Each weight is a product of nonnegative factors.

**Occupation.** The Gibbs probabilities satisfy $p_m=p_ne^{\beta(E_n-E_m)}$, hence

$$w_{mn}=p_n\left(e^{\beta(E_n-E_m)}+1\right)|c_{mn}|^2.$$

Dividing by the bracket and summing leaves $\sum_n p_n\sum_m|c_{mn}|^2=\sum_n p_n(c^*c)_{nn}=\operatorname{tr}(\rho\,c^*c)$.

**One level.** With states (empty, filled), energies $0$ and $\varepsilon$, and labels $0$ and $1$, the only nonzero element is $c_{01}=1$. Its weight is $p_0+p_1=1$ at energy $\varepsilon$, so $M_k=\varepsilon^k$.

**In code.** With the eigenvectors in the columns of `U`, the check takes a few lines of NumPy:

```python
C = U.conj().T @ c @ U
w = (p[:, None] + p[None, :]) * abs(C)**2
m0 = w.sum()
m1 = (w * (E[None, :] - E[:, None])).sum()
```

Here `m0` should be one, and `m1` should match the trace computed from the original matrices. The first test gives one whatever the energies are, as long as `p` sums to one, `U` holds a complete orthonormal set and $cc^*+c^*c=1$ holds on that space; the second can reveal a reversed sign in $E_n-E_m$.

## What the formal version assumes

Operators are complex matrices indexed by a finite type `ι`, which labels many-body states, not orbitals. `IsEigenbasis H U E` says that the columns of `U` are orthonormal eigenvectors with real energies `E`. This makes $H$ Hermitian; the existence of such a basis is assumed, not derived. `inBasis U A m n` is $\langle m|A|n\rangle$, `density U p` is $\rho$, and `ᴴ` is the adjoint.

The state is diagonal in the chosen eigenbasis, so coherences between those eigenvectors are excluded. The moments are defined directly as finite sums; delta functions and Green's functions do not appear.

The moment formula `moment_eq_trace` allows any real `p` and any `c`. `lehmann_sum_rules` adds `hp` and `hp1`, which make `p` a probability distribution, and `hc`, the anticommutation relation. It does not require $c^2=0$. `thermal_occupation` needs no anticommutation relation and holds for every real `β`. To measure energies from a chemical potential $\mu$, one takes $H-\mu N$ as the matrix `H`, where $N$ is the particle number.

In Lean 4 with Mathlib:

```lean
import Mathlib

open Matrix

namespace LehmannSumRules

noncomputable section

variable {ι : Type*} [Fintype ι] [DecidableEq ι]

/-- The columns of `U` are orthonormal eigenvectors of `H` with real energies `E`. -/
structure IsEigenbasis (H U : Matrix ι ι ℂ) (E : ι → ℝ) : Prop where
  unitary : Uᴴ * U = 1
  eigen : H * U = U * diagonal (fun m => (E m : ℂ))

/-- The matrix elements `⟨m|A|n⟩` of an operator between the columns of `U`. -/
def inBasis (U A : Matrix ι ι ℂ) : Matrix ι ι ℂ := Uᴴ * A * U

/-- The operator `ρ = ∑ p_m |m⟩⟨m|`, with `|m⟩` the columns of `U`. -/
def density (U : Matrix ι ι ℂ) (p : ι → ℝ) : Matrix ι ι ℂ :=
  U * diagonal (fun m => (p m : ℂ)) * Uᴴ

/-- The Lehmann weight `(p_m + p_n) |⟨m|c|n⟩|²` of the transition between `m` and `n`. -/
def weight (U : Matrix ι ι ℂ) (p : ι → ℝ) (c : Matrix ι ι ℂ) (m n : ι) : ℝ :=
  (p m + p n) * Complex.normSq (inBasis U c m n)

/-- The `k`-th moment of the spectral function with Lehmann weights at `E_n - E_m`. -/
def moment (U : Matrix ι ι ℂ) (E p : ι → ℝ) (c : Matrix ι ι ℂ) (k : ℕ) : ℝ :=
  ∑ m, ∑ n, weight U p c m n * (E n - E m) ^ k

/-- The nested commutator `[...[[c, H], H]..., H]` with `k` factors of `H`. -/
def nestedComm (H c : Matrix ι ι ℂ) : ℕ → Matrix ι ι ℂ
  | 0 => c
  | k + 1 => nestedComm H c k * H - H * nestedComm H c k

/-- The Gibbs probabilities `exp(-β E_m) / Z`. -/
def gibbs (β : ℝ) (E : ι → ℝ) (m : ι) : ℝ :=
  Real.exp (-(β * E m)) / ∑ k, Real.exp (-(β * E k))

/-- Matrix elements of a product follow by inserting a complete set of states. -/
theorem inBasis_mul {U : Matrix ι ι ℂ} (hU : Uᴴ * U = 1) (A B : Matrix ι ι ℂ) :
    inBasis U (A * B) = inBasis U A * inBasis U B := by
  have h : U * Uᴴ = 1 := mul_eq_one_comm.mp hU
  unfold inBasis
  calc Uᴴ * (A * B) * U = Uᴴ * A * 1 * B * U := by
        simp only [Matrix.mul_assoc, Matrix.mul_one]
    _ = Uᴴ * A * (U * Uᴴ) * B * U := by rw [h]
    _ = Uᴴ * A * U * (Uᴴ * B * U) := by simp only [Matrix.mul_assoc]

omit [DecidableEq ι] in
private theorem inBasis_conjTranspose (U A : Matrix ι ι ℂ) :
    inBasis U Aᴴ = (inBasis U A)ᴴ := by
  simp only [inBasis, Matrix.conjTranspose_mul, Matrix.conjTranspose_conjTranspose,
    Matrix.mul_assoc]

/-- Each commutator with `H` multiplies the matrix element `⟨m|c|n⟩` by `E_n - E_m`. -/
theorem inBasis_nestedComm {H U : Matrix ι ι ℂ} {E : ι → ℝ} (hB : IsEigenbasis H U E)
    (c : Matrix ι ι ℂ) (k : ℕ) (m n : ι) :
    inBasis U (nestedComm H c k) m n = ((E n : ℂ) - E m) ^ k * inBasis U c m n := by
  -- the Hamiltonian is diagonal in its eigenbasis
  have hH : inBasis U H = diagonal (fun m => (E m : ℂ)) := by
    rw [inBasis, Matrix.mul_assoc, hB.eigen, ← Matrix.mul_assoc, hB.unitary, Matrix.one_mul]
  induction k with
  | zero => simp [nestedComm]
  | succ k ih =>
    have hs : inBasis U (nestedComm H c k * H - H * nestedComm H c k)
        = inBasis U (nestedComm H c k) * inBasis U H
          - inBasis U H * inBasis U (nestedComm H c k) := by
      rw [← inBasis_mul hB.unitary, ← inBasis_mul hB.unitary]
      simp only [inBasis, Matrix.mul_sub, Matrix.sub_mul]
    rw [nestedComm, hs, hH, Matrix.sub_apply, Matrix.mul_diagonal, Matrix.diagonal_mul, ih]
    ring

/-- The trace `tr(ρ A)` is the sum of the elements `⟨m|A|m⟩` multiplied by `p_m`. -/
theorem trace_density (U : Matrix ι ι ℂ) (p : ι → ℝ) (A : Matrix ι ι ℂ) :
    trace (density U p * A) = ∑ m, (p m : ℂ) * inBasis U A m m := by
  unfold density
  calc trace (U * diagonal (fun m => (p m : ℂ)) * Uᴴ * A)
      = trace (U * (diagonal (fun m => (p m : ℂ)) * (Uᴴ * A))) := by
        simp only [Matrix.mul_assoc]
    _ = trace (diagonal (fun m => (p m : ℂ)) * (Uᴴ * A) * U) := Matrix.trace_mul_comm _ _
    _ = trace (diagonal (fun m => (p m : ℂ)) * (Uᴴ * A * U)) := by
        simp only [Matrix.mul_assoc]
    _ = ∑ m, (p m : ℂ) * inBasis U A m m := by
        simp only [Matrix.trace, Matrix.diag_apply, Matrix.diagonal_mul, inBasis]

omit [DecidableEq ι] in
private theorem sum_swap (p : ι → ℂ) (x : ι → ι → ℂ) :
    ∑ m, p m * ∑ n, (x m n + x n m) = ∑ m, ∑ n, (p m + p n) * x m n := by
  simp only [Finset.mul_sum, mul_add, add_mul, Finset.sum_add_distrib]
  congr 1
  exact Finset.sum_comm

/-- The `k`-th spectral moment is the trace of `ρ` times the anticommutator of `c*` with
the `k`-fold commutator of `c` with `H`. -/
theorem moment_eq_trace {H U : Matrix ι ι ℂ} {E : ι → ℝ} (hB : IsEigenbasis H U E)
    (p : ι → ℝ) (c : Matrix ι ι ℂ) (k : ℕ) :
    (moment U E p c k : ℂ)
      = trace (density U p * (nestedComm H c k * cᴴ + cᴴ * nestedComm H c k)) := by
  have key : ∀ m, inBasis U (nestedComm H c k * cᴴ + cᴴ * nestedComm H c k) m m
      = ∑ n, (((E n : ℂ) - E m) ^ k * (Complex.normSq (inBasis U c m n) : ℂ)
        + ((E m : ℂ) - E n) ^ k * (Complex.normSq (inBasis U c n m) : ℂ)) := by
    intro m
    have hadd : ∀ A B : Matrix ι ι ℂ, inBasis U (A + B) = inBasis U A + inBasis U B := by
      intro A B
      simp only [inBasis, Matrix.mul_add, Matrix.add_mul]
    rw [hadd, inBasis_mul hB.unitary, inBasis_mul hB.unitary, Matrix.add_apply,
      Matrix.mul_apply, Matrix.mul_apply, ← Finset.sum_add_distrib]
    refine Finset.sum_congr rfl fun n _ => ?_
    simp only [inBasis_nestedComm hB, inBasis_conjTranspose, Matrix.conjTranspose_apply,
      Complex.normSq_eq_conj_mul_self, starRingEnd_apply]
    ring
  -- exchange the two state labels in the second half of the anticommutator
  have h2 := sum_swap (fun m => (p m : ℂ))
    (fun m n => ((E n : ℂ) - E m) ^ k * (Complex.normSq (inBasis U c m n) : ℂ))
  rw [trace_density]
  simp only [key]
  refine Eq.trans ?_ h2.symm
  simp only [moment, weight]
  push_cast
  refine Finset.sum_congr rfl fun m _ => Finset.sum_congr rfl fun n _ => ?_
  ring

/-- Lehmann sum rules: if `c c* + c* c = 1` and the `p_m` are probabilities, the spectral weights
are nonnegative, sum to one, and have first moment `tr(ρ {[c, H], c*})`. -/
theorem lehmann_sum_rules {H U : Matrix ι ι ℂ} {E : ι → ℝ} (hB : IsEigenbasis H U E)
    {p : ι → ℝ} (hp : ∀ m, 0 ≤ p m) (hp1 : ∑ m, p m = 1)
    {c : Matrix ι ι ℂ} (hc : c * cᴴ + cᴴ * c = 1) :
    (∀ m n, 0 ≤ weight U p c m n) ∧ ∑ m, ∑ n, weight U p c m n = 1 ∧
    ((∑ m, ∑ n, weight U p c m n * (E n - E m) : ℝ) : ℂ)
      = trace (density U p * ((c * H - H * c) * cᴴ + cᴴ * (c * H - H * c))) := by
  refine ⟨fun m n => mul_nonneg (add_nonneg (hp m) (hp n)) (Complex.normSq_nonneg _), ?_, ?_⟩
  · -- order zero: the anticommutator is the identity and `ρ` has unit trace
    have h := moment_eq_trace hB p c 0
    have h1 : inBasis U 1 = 1 := by rw [inBasis, Matrix.mul_one, hB.unitary]
    have h2 : ∑ m, (p m : ℂ) = 1 := by exact_mod_cast hp1
    rw [nestedComm, hc, trace_density] at h
    simp only [h1, Matrix.one_apply_eq, mul_one] at h
    have h3 : moment U E p c 0 = 1 := by exact_mod_cast h.trans h2
    simpa only [moment, pow_zero, mul_one] using h3
  · have h := moment_eq_trace hB p c 1
    simp only [moment, pow_one] at h
    exact h

/-- For Gibbs probabilities, `tr(ρ c*c)` is the sum of the Lehmann weights, each divided by
`exp(β (E_n - E_m)) + 1`. -/
theorem thermal_occupation {H U : Matrix ι ι ℂ} {E : ι → ℝ} (hB : IsEigenbasis H U E)
    (β : ℝ) (c : Matrix ι ι ℂ) :
    trace (density U (gibbs β E) * (cᴴ * c))
      = ((∑ m, ∑ n, weight U (gibbs β E) c m n / (Real.exp (β * (E n - E m)) + 1) : ℝ) : ℂ) := by
  have w : ∀ m n, weight U (gibbs β E) c m n / (Real.exp (β * (E n - E m)) + 1)
      = gibbs β E n * Complex.normSq (inBasis U c m n) := by
    intro m n
    -- the ratio of the two Gibbs probabilities
    have hg : gibbs β E m = gibbs β E n * Real.exp (β * (E n - E m)) := by
      unfold gibbs
      rw [div_mul_eq_mul_div, ← Real.exp_add]
      congr 2
      ring
    rw [div_eq_iff (by positivity), weight, hg]
    ring
  rw [trace_density]
  simp only [w, Complex.ofReal_sum, Complex.ofReal_mul]
  rw [Finset.sum_comm]
  refine Finset.sum_congr rfl fun n _ => ?_
  rw [inBasis_mul hB.unitary, inBasis_conjTranspose, Matrix.mul_apply, Finset.mul_sum]
  refine Finset.sum_congr rfl fun m _ => ?_
  rw [Matrix.conjTranspose_apply, Complex.normSq_eq_conj_mul_self, starRingEnd_apply]

/-- The annihilation operator of a single fermionic level, in the basis (empty, filled). -/
def levelC : Matrix (Fin 2) (Fin 2) ℂ := !![0, 1; 0, 0]

/-- The Hamiltonian of a single fermionic level of energy `ε`. -/
def levelH (ε : ℝ) : Matrix (Fin 2) (Fin 2) ℂ := !![0, 0; 0, (ε : ℂ)]

/-- For a single level, the empty and filled states are an eigenbasis with energies `0` and `ε`,
and the annihilation operator obeys the fermionic anticommutation relation. -/
theorem single_level_witness (ε : ℝ) :
    IsEigenbasis (levelH ε) 1 ![0, ε] ∧ levelC * levelCᴴ + levelCᴴ * levelC = 1 := by
  refine ⟨⟨by simp, ?_⟩, ?_⟩
  · ext i j
    fin_cases i <;> fin_cases j <;> simp [levelH]
  · have h : levelCᴴ = !![0, 0; 1, 0] := by
      ext i j
      fin_cases i <;> fin_cases j <;> simp [levelC, Matrix.conjTranspose_apply]
    rw [h]
    ext i j
    fin_cases i <;> fin_cases j <;>
      simp [levelC]

/-- The `k`-th spectral moment of a single level is `ε ^ k`, whatever its occupation. -/
theorem single_level_moment (ε : ℝ) {p : Fin 2 → ℝ} (hp : p 0 + p 1 = 1) (k : ℕ) :
    moment 1 ![0, ε] p levelC k = ε ^ k := by
  simp [moment, weight, inBasis, levelC, Fin.sum_univ_two, hp]

end

end LehmannSumRules
```

```lean
#print axioms LehmannSumRules.lehmann_sum_rules
-- 'LehmannSumRules.lehmann_sum_rules' depends on axioms: [propext, Classical.choice, Quot.sound]
#print axioms LehmannSumRules.thermal_occupation
-- 'LehmannSumRules.thermal_occupation' depends on axioms: [propext, Classical.choice, Quot.sound]
#print axioms LehmannSumRules.single_level_moment
-- 'LehmannSumRules.single_level_moment' depends on axioms: [propext, Classical.choice, Quot.sound]
```

## Notes on the proof

`inBasis_mul` inserts the complete set of states. The hypothesis gives $U^*U=1$, and `mul_eq_one_comm` supplies $UU^*=1$ for square matrices. `inBasis_nestedComm` is the induction on commutators: `Matrix.mul_diagonal` produces the factor $E_n$, `Matrix.diagonal_mul` produces $E_m$, and `ring` collects the power. `trace_density` uses cyclicity of the trace.

In `moment_eq_trace`, `key` is the expanded diagonal element of the anticommutator, and `sum_swap` exchanges the labels. `lehmann_sum_rules` then takes orders zero and one. Moments are real while traces are complex, so the order-zero identity is obtained in `ℂ` and brought back to `ℝ` by `exact_mod_cast`.

In `thermal_occupation`, `hg` is the Gibbs ratio and `w` cancels the Fermi denominator, which `positivity` shows to be nonzero. `single_level_witness` confirms the eigenbasis and anticommutation hypotheses for one level, and `single_level_moment` evaluates its moments.

The way `sum_swap` is stated is worth reusing. It treats the summand as an arbitrary function `x m n`, so `simp` can distribute the sums without rewriting the energy powers inside. One application of `Finset.sum_comm` finishes the lemma, and the physical expression is substituted only when the lemma is used.
